# The one-loop slope of F1 at small photon mass: m²F1′(0) ≈ (α/3π)(ln(1/λ) − 3/8)

## Why does a cutoff at 1 − z = λ give me 5/8 instead of 3/8?

An electron scatters off a heavy nucleus with a small momentum transfer q. To first order in q², the vertex correction multiplies the γ^μ term of its coupling by 1 + q²F1′(0), where F1 is the Dirac form factor. At one loop this slope diverges for a massless photon, so I give the photon a mass λ, in units of the electron mass m. With D = (1−z)² + λ²z, the slope m²F1′(0) is α/(2π) times

S(λ) = ∫₀¹ dz [ (z(1−z) + (1−z)³/3)/D + (1−4z+z²)(1−z)³/(6D²) ].

For small λ I tried a shortcut: set λ = 0 in the integrand, which leaves 2/(3w) − 2/3 + w/2 with w = 1−z, and stop the integral at w = λ. That gives (2/3)ln(1/λ) − 5/12, or (2/3)(ln(1/λ) − 5/8). The accepted constant is 3/8. What did the cutoff lose?

## The region w ~ λ contributes a finite 1/6

Your logarithm is right, but the photon mass also changes the integrand where w is comparable to λ. That region adds 1/6 to the constant, and −5/12 + 1/6 = −1/4 = −(2/3)(3/8).

Start from the vertex. Let t = q²/m², positive for timelike q, and let x, y, z be Feynman parameters with x + y + z = 1. The one-loop integrand, subtracted at t = 0 so that F1(0) = 1, is

ln[D/(D − xyt)] + [(1−x)(1−y)t + 1 − 4z + z²]/(D − xyt) − (1 − 4z + z²)/D.

Its t-derivative at 0 is

[xy + (1−x)(1−y)]/D + (1−4z+z²)xy/D².

Since y = 1−z−x, we have (1−x)(1−y) = z + xy, so the first bracket is z + 2xy. With ∫₀^w x(w−x) dx = w³/6, integration over x gives

(zw + w³/3)/D + (1−4z+z²)w³/(6D²),

which is the integrand of S.

Now set p = λ²/D and q̂ = w²/D (`q` in the code, where it is not the momentum transfer). Because 1−4z+z² = −2 + 2w + w², the integrand equals

w/D − w³/(3D²) − q̂ + wq̂/3 + q̂²/3 + wq̂²/6.

Only the first two terms are singular as λ → 0. Using w² = D − λ²z and z = 1−w, they become

w/D − w³/(3D²) = 2w/(3D) + λ²w/(3D²) − pq̂/3.

Since dD/dz = λ² − 2w,

d/dz[−(1/3)ln D + λ²/(6D)] = 2w/(3D) + λ²w/(3D²) − p/3 − p²/6.

The integrand is therefore this exact derivative plus the remainder

R = p/3 + p²/6 − pq̂/3 − q̂ + wq̂/3 + q̂²/3 + wq̂²/6.

With D = 1 at z = 0 and D = λ² at z = 1, the exact derivative integrates to

(2/3)ln(1/λ) + (1−λ²)/6.

The 1/6 comes from λ²/(6D), which vanishes with λ at fixed z < 1 but equals 1/6 at z = 1. This is what the cutoff lost.

For the remainder, take 0 < λ < 1. Then D ≥ w² gives 0 ≤ q̂ ≤ 1, and D ≥ λ²(w² + z) = λ²(1−z+z²) ≥ 3λ²/4 gives 0 ≤ p < 2. Hence |R| ≤ 4. At each fixed z < 1, p → 0 and q̂ → 1, so R → −2/3 + w/2 = −1/6 − z/2. Dominated convergence gives

∫₀¹ R dz → −1/6 − 1/4 = −5/12.

Adding the parts, S(λ) − (2/3)(ln(1/λ) − 3/8) → 0. Multiplication by α/(2π) gives the slope.

In the Lean code below, `l` is λ, `feynD` is D, and `vertexIntegrand` is the subtracted integrand, entered as a definition and not derived from the Feynman rules. `f1Slope α l` is α/(2π) times the integral of its t-derivative over the parameter triangle. Identifying this with the slope of the integrated form factor requires exchanging derivative and integral, a step left to the reader; at fixed λ > 0 the integrand is smooth near t = 0.

`slope_integral_asymptotics` is the limit for S, and `f1Slope_asymptotics` is the one for the slope, for any real α. The filter `𝓝[>] 0` means that λ decreases to 0 through positive values. The theorems say that the differences vanish, without giving a rate. `f1Slope_infrared_divergence` adds that for α > 0 the slope itself tends to +∞.

```lean
import Mathlib

open Filter Topology Set MeasureTheory

namespace DiracFormFactorSlope

noncomputable section

/-- The Feynman denominator at zero momentum transfer, in units of the electron mass,
with photon mass `l`. -/
def feynD (l z : ℝ) : ℝ := (1 - z) ^ 2 + l ^ 2 * z

/-- The one-loop integrand of `F1` at `t = q²/m²`, subtracted at `t = 0`, for Feynman
parameters `x, y, z`; its domain is `feynD l z > 0` and `feynD l z - x y t > 0`. -/
def vertexIntegrand (l x y z t : ℝ) : ℝ :=
  Real.log (feynD l z / (feynD l z - x * y * t))
    + ((1 - x) * (1 - y) * t + (1 - 4 * z + z ^ 2)) / (feynD l z - x * y * t)
    - (1 - 4 * z + z ^ 2) / feynD l z

/-- The one-loop slope of `F1` in `q²/m²` at zero momentum transfer, with the derivative
taken under the Feynman-parameter integral; the photon mass `l` is positive. -/
def f1Slope (α l : ℝ) : ℝ :=
  α / (2 * Real.pi) * ∫ z in (0 : ℝ)..1, ∫ x in (0 : ℝ)..(1 - z),
    deriv (fun t => vertexIntegrand l x (1 - z - x) z t) 0

/-- The slope integrand in the one remaining Feynman parameter `z`, for `feynD l z ≠ 0`. -/
def slopeIntegrand (l z : ℝ) : ℝ :=
  (z * (1 - z) + (1 - z) ^ 3 / 3) / feynD l z
    + (1 - 4 * z + z ^ 2) * (1 - z) ^ 3 / (6 * feynD l z ^ 2)

/-- The infrared-finite part of the slope integrand, as a polynomial in
`p = l²/D`, `q = (1-z)²/D` and `w = 1-z`. -/
def regularPart (p q w : ℝ) : ℝ :=
  p / 3 + p ^ 2 / 6 - p * q / 3 - q + w * q / 3 + q ^ 2 / 3 + w * q ^ 2 / 6

/-- A positive photon mass keeps the Feynman denominator positive for `0 ≤ z ≤ 1`. -/
theorem feynD_pos {l z : ℝ} (hl : 0 < l) (hz : z ∈ Icc (0 : ℝ) 1) : 0 < feynD l z := by
  unfold feynD
  rcases eq_or_lt_of_le hz.1 with h | h
  · rw [← h]; norm_num
  · positivity

/-- The derivative of the vertex integrand with respect to `q²/m²` at zero momentum
transfer, where the Feynman denominator is nonzero. -/
theorem hasDerivAt_vertexIntegrand {l z : ℝ} (x y : ℝ) (hD : feynD l z ≠ 0) :
    HasDerivAt (fun t => vertexIntegrand l x y z t)
      ((x * y + (1 - x) * (1 - y)) / feynD l z
        + (1 - 4 * z + z ^ 2) * (x * y) / feynD l z ^ 2) 0 := by
  have h0 : feynD l z - x * y * 0 ≠ 0 := by simpa using hD
  have hden : HasDerivAt (fun t : ℝ => feynD l z - x * y * t) (-(x * y * 1)) 0 :=
    ((hasDerivAt_id' (0 : ℝ)).const_mul (x * y)).const_sub _
  have hnum : HasDerivAt (fun t : ℝ => (1 - x) * (1 - y) * t + (1 - 4 * z + z ^ 2))
      ((1 - x) * (1 - y) * 1) 0 :=
    ((hasDerivAt_id' (0 : ℝ)).const_mul ((1 - x) * (1 - y))).add_const _
  have h1 := ((hasDerivAt_const (0 : ℝ) (feynD l z)).fun_div hden h0).log
    (div_ne_zero hD h0)
  have h2 := hnum.fun_div hden h0
  refine ((h1.fun_add h2).sub_const ((1 - 4 * z + z ^ 2) / feynD l z)).congr_deriv ?_
  simp only [mul_zero, sub_zero, zero_add, zero_mul, mul_one]
  field_simp
  ring

/-- Integrating the differentiated vertex over `x`, with `y = 1 - z - x`, gives the slope
integrand in `z`, for positive photon mass and `0 ≤ z ≤ 1`. -/
theorem integral_deriv_vertex {l z : ℝ} (hl : 0 < l) (hz : z ∈ Icc (0 : ℝ) 1) :
    ∫ x in (0 : ℝ)..(1 - z), deriv (fun t => vertexIntegrand l x (1 - z - x) z t) 0
      = slopeIntegrand l z := by
  have hD := (feynD_pos hl hz).ne'
  simp_rw [fun x : ℝ => (hasDerivAt_vertexIntegrand x (1 - z - x) hD).deriv]
  -- an antiderivative of x * y along the line y = 1 - z - x
  have k : ∀ x : ℝ, HasDerivAt (fun x : ℝ => (1 - z) / 2 * x ^ 2 - x ^ 3 / 3)
      (x * (1 - z - x)) x := fun x =>
    (((hasDerivAt_pow 2 x).const_mul ((1 - z) / 2)).fun_sub
      ((hasDerivAt_pow 3 x).div_const 3)).congr_deriv (by norm_num; ring)
  rw [intervalIntegral.integral_eq_sub_of_hasDerivAt
    (f := fun x : ℝ => (z * x + 2 * ((1 - z) / 2 * x ^ 2 - x ^ 3 / 3)) / feynD l z
      + (1 - 4 * z + z ^ 2) * ((1 - z) / 2 * x ^ 2 - x ^ 3 / 3) / feynD l z ^ 2)]
  · unfold slopeIntegrand
    field_simp
    ring
  · intro x _
    refine (((((hasDerivAt_id' x).const_mul z).fun_add ((k x).const_mul 2)).div_const
      (feynD l z)).fun_add (((k x).const_mul (1 - 4 * z + z ^ 2)).div_const
      (feynD l z ^ 2))).congr_deriv ?_
    ring
  · exact Continuous.intervalIntegrable (by fun_prop) _ _

/-- For every positive photon mass the slope integral is `(2/3)ln(1/l) + (1-l²)/6` plus the integral
of the infrared-finite part. -/
theorem integral_slope_eq {l : ℝ} (hl : 0 < l) :
    ∫ z in (0 : ℝ)..1, slopeIntegrand l z = 2 / 3 * Real.log (1 / l) + (1 - l ^ 2) / 6
      + ∫ z in (0 : ℝ)..1,
          regularPart (l ^ 2 / feynD l z) ((1 - z) ^ 2 / feynD l z) (1 - z) := by
  have hne : ∀ z ∈ uIcc (0 : ℝ) 1, feynD l z ≠ 0 := fun z hz =>
    (feynD_pos hl (by rwa [uIcc_of_le zero_le_one] at hz)).ne'
  have hc : ContinuousOn (fun z => feynD l z) (uIcc 0 1) := by
    unfold feynD; fun_prop
  let sing : ℝ → ℝ := fun z => (2 * (1 - z) - l ^ 2) / (3 * feynD l z)
    + l ^ 2 * (2 * (1 - z) - l ^ 2) / (6 * feynD l z ^ 2)
  have hs : IntervalIntegrable sing volume 0 1 := by
    apply ContinuousOn.intervalIntegrable
    exact (ContinuousOn.div (by fun_prop) (continuousOn_const.mul hc)
      (fun z hz => mul_ne_zero (by norm_num) (hne z hz))).add
      (ContinuousOn.div (by fun_prop) (continuousOn_const.mul (hc.pow 2))
      (fun z hz => mul_ne_zero (by norm_num) (pow_ne_zero 2 (hne z hz))))
  have hr : IntervalIntegrable (fun z => regularPart (l ^ 2 / feynD l z)
      ((1 - z) ^ 2 / feynD l z) (1 - z)) volume 0 1 := by
    apply ContinuousOn.intervalIntegrable
    have hw : ContinuousOn (fun z : ℝ => 1 - z) (uIcc 0 1) := by fun_prop
    have hp : ContinuousOn (fun z => l ^ 2 / feynD l z) (uIcc 0 1) :=
      continuousOn_const.div hc hne
    have hq : ContinuousOn (fun z => (1 - z) ^ 2 / feynD l z) (uIcc 0 1) :=
      (hw.pow 2).div hc hne
    unfold regularPart
    exact ((((((hp.div_const 3).add ((hp.pow 2).div_const 6)).sub
      ((hp.mul hq).div_const 3)).sub hq).add ((hw.mul hq).div_const 3)).add
      ((hq.pow 2).div_const 3)).add ((hw.mul (hq.pow 2)).div_const 6)
  -- the singular part is an exact derivative
  have hint : ∫ z in (0 : ℝ)..1, sing z = 2 / 3 * Real.log (1 / l) + (1 - l ^ 2) / 6 := by
    rw [intervalIntegral.integral_eq_sub_of_hasDerivAt
      (f := fun z => -1 / 3 * Real.log (feynD l z) + l ^ 2 / 6 / feynD l z) _ hs]
    · have e1 : feynD l 1 = l ^ 2 := by simp [feynD]
      have e0 : feynD l 0 = 1 := by simp [feynD]
      have e2 : l ^ 2 / 6 / l ^ 2 = 6⁻¹ := by field_simp
      simp only [e1, e0, e2, Real.log_pow, Real.log_one, one_div, Real.log_inv]
      push_cast
      ring
    · intro z hz
      have hD : HasDerivAt (fun z => feynD l z) (-2 * (1 - z) + l ^ 2) z :=
        ((((hasDerivAt_id' z).const_sub 1).fun_pow 2).fun_add
          ((hasDerivAt_id' z).const_mul (l ^ 2))).congr_deriv (by norm_num)
      have h := hne z hz
      refine (((hD.log h).const_mul (-1 / 3)).fun_add
        ((hasDerivAt_const z (l ^ 2 / 6)).fun_div hD h)).congr_deriv ?_
      simp only [sing]
      ring
  rw [← hint, ← intervalIntegral.integral_add hs hr]
  refine intervalIntegral.integral_congr fun z hz => ?_
  have h := hne z hz
  have hk : 1 / feynD l z = ((1 - z) ^ 2 + l ^ 2 * z) / feynD l z ^ 2 := by
    have e : (1 - z) ^ 2 + l ^ 2 * z = feynD l z := rfl
    rw [e]
    field_simp
  simp only [sing, slopeIntegrand, regularPart]
  linear_combination (1 - z) / 3 * hk

/-- The infrared-finite part contributes `-5/12` as the photon mass decreases to zero. -/
theorem tendsto_integral_regularPart :
    Tendsto (fun l : ℝ => ∫ z in (0 : ℝ)..1,
      regularPart (l ^ 2 / feynD l z) ((1 - z) ^ 2 / feynD l z) (1 - z))
      (𝓝[>] 0) (𝓝 (-5 / 12)) := by
  have hval : ∫ z in (0 : ℝ)..1, (-1 / 6 - z / 2) = -5 / 12 := by
    rw [intervalIntegral.integral_eq_sub_of_hasDerivAt
      (f := fun z : ℝ => -1 / 6 * z - z ^ 2 / 4)]
    · norm_num
    · exact fun z _ => (((hasDerivAt_id' z).const_mul (-1 / 6)).fun_sub
        ((hasDerivAt_pow 2 z).div_const 4)).congr_deriv (by norm_num; ring)
    · exact Continuous.intervalIntegrable (by fun_prop) _ _
  rw [← hval]
  apply intervalIntegral.tendsto_integral_filter_of_dominated_convergence (fun _ => (4 : ℝ))
  · refine Eventually.of_forall fun l => Measurable.aestronglyMeasurable ?_
    unfold regularPart feynD
    fun_prop
  · -- uniform bound for photon mass below the electron mass
    filter_upwards [Ioo_mem_nhdsGT (zero_lt_one' ℝ)] with l hl
    refine Eventually.of_forall fun z hz => ?_
    rw [uIoc_of_le zero_le_one] at hz
    have hD := feynD_pos hl.1 ⟨hz.1.le, hz.2⟩
    have hl1 : 0 ≤ 1 - l ^ 2 := by nlinarith [hl.1, hl.2]
    have hp0 : 0 ≤ l ^ 2 / feynD l z := by positivity
    have hq0 : 0 ≤ (1 - z) ^ 2 / feynD l z := by positivity
    have hp2 : l ^ 2 / feynD l z ≤ 2 := by
      rw [div_le_iff₀ hD]
      unfold feynD
      nlinarith [mul_nonneg (sq_nonneg (1 - z)) hl1, mul_nonneg (sq_nonneg l) (sq_nonneg z),
        mul_nonneg (sq_nonneg l) (sq_nonneg (1 - z))]
    have hq1 : (1 - z) ^ 2 / feynD l z ≤ 1 := by
      rw [div_le_iff₀ hD]
      unfold feynD
      nlinarith [mul_nonneg (sq_nonneg l) hz.1.le]
    have hw0 : 0 ≤ 1 - z := by linarith [hz.2]
    have hw1 : 1 - z ≤ 1 := by linarith [hz.1]
    generalize l ^ 2 / feynD l z = p at *
    generalize (1 - z) ^ 2 / feynD l z = q at *
    generalize 1 - z = w at *
    have a1 := mul_le_of_le_one_right hp0 hq1
    have a2 := mul_le_of_le_one_left hq0 hw1
    have a3 := mul_le_of_le_one_left (sq_nonneg q) hw1
    have a4 : q ^ 2 ≤ 1 := pow_le_one₀ hq0 hq1
    have a5 : p ^ 2 ≤ 4 := by nlinarith
    have b1 := mul_nonneg hp0 hq0
    have b2 := mul_nonneg hw0 hq0
    have b3 := mul_nonneg hw0 (sq_nonneg q)
    rw [Real.norm_eq_abs, abs_le]
    unfold regularPart
    constructor <;> linarith [sq_nonneg p, sq_nonneg q]
  · exact intervalIntegrable_const
  · -- pointwise limit away from the soft-photon endpoint z = 1
    have hae : ∀ᵐ z : ℝ, z ≠ 1 := by simp [ae_iff]
    filter_upwards [hae] with z hz _
    have e : feynD 0 z = (1 - z) ^ 2 := by simp [feynD]
    have hw : (1 - z) ^ 2 ≠ 0 := pow_ne_zero 2 (sub_ne_zero.mpr hz.symm)
    have hc : Continuous (fun l => feynD l z) := by unfold feynD; fun_prop
    have hD : Tendsto (fun l => feynD l z) (𝓝[>] 0) (𝓝 ((1 - z) ^ 2)) :=
      e ▸ (hc.tendsto 0).mono_left nhdsWithin_le_nhds
    have hl : Tendsto (fun l : ℝ => l ^ 2) (𝓝[>] 0) (𝓝 (0 ^ 2)) :=
      ((continuous_pow 2).tendsto 0).mono_left nhdsWithin_le_nhds
    have hP : Continuous (fun v : ℝ × ℝ => regularPart v.1 v.2 (1 - z)) := by
      unfold regularPart; fun_prop
    have h := (hP.tendsto _).comp
      ((hl.div hD hw).prodMk_nhds ((tendsto_const_nhds (x := (1 - z) ^ 2)).div hD hw))
    have hv : regularPart (0 ^ 2 / (1 - z) ^ 2) ((1 - z) ^ 2 / (1 - z) ^ 2) (1 - z)
        = -1 / 6 - z / 2 := by
      rw [div_self hw]
      unfold regularPart
      ring
    rw [← hv]
    exact h

/-- As the photon mass `l` decreases to zero, the slope integral approaches
`(2/3)(ln(1/l) - 3/8)`. -/
theorem slope_integral_asymptotics :
    Tendsto (fun l : ℝ => (∫ z in (0 : ℝ)..1, slopeIntegrand l z)
      - 2 / 3 * (Real.log (1 / l) - 3 / 8)) (𝓝[>] 0) (𝓝 0) := by
  have hc : Continuous (fun l : ℝ => (1 - l ^ 2) / 6 + 1 / 4) := by fun_prop
  have h := ((hc.tendsto 0).mono_left nhdsWithin_le_nhds).add tendsto_integral_regularPart
  have hv : (1 - (0 : ℝ) ^ 2) / 6 + 1 / 4 + -5 / 12 = 0 := by norm_num
  rw [hv] at h
  refine h.congr' ?_
  filter_upwards [self_mem_nhdsWithin] with l hl
  rw [integral_slope_eq hl]
  ring

/-- The one-loop slope of `F1` at zero momentum transfer, in units of the electron mass,
approaches `(α/3π)(ln(1/l) - 3/8)` as the photon mass `l` decreases to zero. -/
theorem f1Slope_asymptotics (α : ℝ) :
    Tendsto (fun l : ℝ => f1Slope α l - α / (3 * Real.pi) * (Real.log (1 / l) - 3 / 8))
      (𝓝[>] 0) (𝓝 0) := by
  have h := slope_integral_asymptotics.const_mul (α / (2 * Real.pi))
  rw [mul_zero] at h
  refine h.congr' ?_
  filter_upwards [self_mem_nhdsWithin] with l hl
  have hS : f1Slope α l = α / (2 * Real.pi) * ∫ z in (0 : ℝ)..1, slopeIntegrand l z := by
    unfold f1Slope
    congr 1
    refine intervalIntegral.integral_congr fun z hz => ?_
    rw [uIcc_of_le zero_le_one] at hz
    exact integral_deriv_vertex hl hz
  rw [hS]
  have hpi := Real.pi_ne_zero
  field_simp

/-- For positive coupling the one-loop slope of `F1` grows without bound as the photon
mass decreases to zero. -/
theorem f1Slope_infrared_divergence {α : ℝ} (hα : 0 < α) :
    Tendsto (fun l : ℝ => f1Slope α l) (𝓝[>] 0) atTop := by
  have hlog : Tendsto (fun l : ℝ => Real.log (1 / l)) (𝓝[>] 0) atTop := by
    simp only [one_div]
    exact Real.tendsto_log_atTop.comp tendsto_inv_nhdsGT_zero
  have hk : 0 < α / (3 * Real.pi) := by positivity
  have hg := (tendsto_atTop_add_const_right _ (-(3 / 8) : ℝ) hlog).const_mul_atTop hk
  refine ((f1Slope_asymptotics α).add_atTop hg).congr fun l => ?_
  ring

end

end DiracFormFactorSlope
```

```lean
#print axioms DiracFormFactorSlope.f1Slope_infrared_divergence
```

```
'DiracFormFactorSlope.f1Slope_infrared_divergence' depends on axioms: [propext, Classical.choice, Quot.sound]
```

`hasDerivAt_vertexIntegrand` is the t-derivative, and `integral_deriv_vertex` does the x-integral with an explicit antiderivative of x(1−z−x). In `integral_slope_eq`, `sing` is the exact derivative and `regularPart` is R. The closing `linear_combination` uses 1/D = (w² + λ²z)/D², the same substitution as above. `tendsto_integral_regularPart` supplies the bound 4 and the pointwise limit, leaving out the single point z = 1. The two asymptotic theorems then add the constants and restore the prefactor. For the divergence, a vanishing difference is added to a logarithm that tends to +∞.

Two hypotheses have short counter-examples. In `feynD_pos`, 0 < λ can't be weakened to 0 ≤ λ, because D = 0 at λ = 0, z = 1. In the divergence theorem, α > 0 can't be weakened to α ≥ 0, because at α = 0 the slope is zero for every λ.

The result is one of the one-loop, free-electron contributions to radiative corrections in electron scattering and to the Lamb shift; the Pauli form factor F2 and vacuum polarisation contribute at the same order. The photon mass is a regulator, and ln(1/λ) has to cancel against soft-photon emission in scattering, or against the low-energy bound-state contribution in an atom. The constant you combine with those pieces must come from the same regulator, so a 5/8 from a cutoff in z can't be paired with soft terms computed with a photon mass.
